# P2₁2₁2₁ and P4₁ are both Sohncke groups, but only P4₁ is enantiomorphic

A space group is a Sohncke group if all its operations preserve handedness, that is, have linear parts of determinant $+1$; it is called enantiomorphic here if no handedness-reversing affine map carries the group onto itself by conjugation. The first property does not imply the second, as two groups written in fractional coordinates $x=(x_0,x_1,x_2)$ show.

In Lean 4 with Mathlib:

```lean
import Mathlib

open Matrix

namespace SohnckeVersusEnantiomorphic

noncomputable section

/-- Points of space in fractional crystal coordinates. -/
abbrev Space := Fin 3 → ℝ

/-- The map `g` is affine with linear part `A` and translation part `s`. -/
def HasSeitz (g : Equiv.Perm Space) (A : Matrix (Fin 3) (Fin 3) ℝ) (s : Space) : Prop :=
  ∀ x, g x = A *ᵥ x + s

/-- Conjugation by `g` maps the group `G` onto itself. -/
def Normalizes (g : Equiv.Perm Space) (G : Subgroup (Equiv.Perm Space)) : Prop :=
  ∀ h, h ∈ G ↔ g * h * g⁻¹ ∈ G

/-- Every operation of `G` is affine with a linear part of determinant `+1`. -/
def Sohncke (G : Subgroup (Equiv.Perm Space)) : Prop :=
  ∀ g ∈ G, ∃ A s, HasSeitz g A s ∧ A.det = 1

/-- Every invertible affine map that normalizes `G` has positive determinant. -/
def Enantiomorphic (G : Subgroup (Equiv.Perm Space)) : Prop :=
  ∀ g A s, HasSeitz g A s → Normalizes g G → 0 < A.det

/-- Translation by an integer vector. -/
def latticeShift (v : Fin 3 → ℤ) : Equiv.Perm Space where
  toFun x := fun i => x i + v i
  invFun x := fun i => x i - v i
  left_inv x := by funext i; simp
  right_inv x := by funext i; simp

/-- The twofold screw motion `(-x + 1/2, -y, z + 1/2)`. -/
def screwZ : Equiv.Perm Space where
  toFun x := ![-x 0 + 1/2, -x 1, x 2 + 1/2]
  invFun x := ![-x 0 + 1/2, -x 1, x 2 - 1/2]
  left_inv x := by funext i; fin_cases i <;> simp
  right_inv x := by funext i; fin_cases i <;> simp

/-- The twofold screw motion `(-x, y + 1/2, -z + 1/2)`. -/
def screwY : Equiv.Perm Space where
  toFun x := ![-x 0, x 1 + 1/2, -x 2 + 1/2]
  invFun x := ![-x 0, x 1 - 1/2, -x 2 + 1/2]
  left_inv x := by funext i; fin_cases i <;> simp
  right_inv x := by funext i; fin_cases i <;> simp

/-- The fourfold screw motion `(-y, x, z + 1/4)`. -/
def screw41 : Equiv.Perm Space where
  toFun x := ![-x 1, x 0, x 2 + 1/4]
  invFun x := ![x 1, -x 0, x 2 - 1/4]
  left_inv x := by funext i; fin_cases i <;> simp
  right_inv x := by funext i; fin_cases i <;> simp

/-- The inversion `x ↦ -x`. -/
def inversion : Equiv.Perm Space where
  toFun x := fun i => -x i
  invFun x := fun i => -x i
  left_inv x := by funext i; simp
  right_inv x := by funext i; simp

/-- The twofold rotation `(x, -y, -z)`. -/
def twofoldX : Equiv.Perm Space where
  toFun x := ![x 0, -x 1, -x 2]
  invFun x := ![x 0, -x 1, -x 2]
  left_inv x := by funext i; fin_cases i <;> simp
  right_inv x := by funext i; fin_cases i <;> simp

/-- The space group P2₁2₁2₁, generated by the lattice and two screw motions. -/
def P212121 : Subgroup (Equiv.Perm Space) :=
  Subgroup.closure (Set.range latticeShift ∪ {screwZ, screwY})

/-- The space group P4₁, generated by the lattice and a fourfold screw motion. -/
def P41 : Subgroup (Equiv.Perm Space) :=
  Subgroup.closure (Set.range latticeShift ∪ {screw41})

/-- If all generators are affine with determinant `+1`, so are all operations of the group. -/
theorem sohncke_closure {S : Set (Equiv.Perm Space)}
    (hS : ∀ g ∈ S, ∃ A s, HasSeitz g A s ∧ A.det = 1) : Sohncke (Subgroup.closure S) := by
  intro g hg
  induction hg using Subgroup.closure_induction with
  | mem x hx => exact hS x hx
  | one => exact ⟨1, 0, fun x => by simp, Matrix.det_one⟩
  | mul x y hx hy ihx ihy =>
    obtain ⟨A, s, h1, hA⟩ := ihx
    obtain ⟨B, t, h2, hB⟩ := ihy
    refine ⟨A * B, A *ᵥ t + s, fun v => ?_, by rw [Matrix.det_mul, hA, hB, one_mul]⟩
    rw [Equiv.Perm.mul_apply, h2 v, h1 (B *ᵥ v + t), Matrix.mulVec_add,
      Matrix.mulVec_mulVec, add_assoc]
  | inv x hx ih =>
    obtain ⟨A, s, h, hA⟩ := ih
    have hi : A⁻¹ * A = 1 := Matrix.nonsing_inv_mul A (by rw [hA]; exact isUnit_one)
    refine ⟨A⁻¹, -(A⁻¹ *ᵥ s), fun v => ?_, ?_⟩
    · have key : A *ᵥ (x⁻¹ v) + s = v := by
        rw [← h (x⁻¹ v)]; exact x.apply_symm_apply v
      have k2 := congrArg (fun w => A⁻¹ *ᵥ w) key
      simp only [Matrix.mulVec_add, Matrix.mulVec_mulVec, hi, Matrix.one_mulVec] at k2
      rw [← k2, add_neg_cancel_right]
    · have hd := congrArg Matrix.det hi
      rwa [Matrix.det_mul, hA, mul_one, Matrix.det_one] at hd

/-- An involution that conjugates every generator into the group normalizes the group. -/
theorem normalizes_of_involution {S : Set (Equiv.Perm Space)} {g : Equiv.Perm Space}
    (hg : g * g = 1) (hS : ∀ h ∈ S, g * h * g ∈ Subgroup.closure S) :
    Normalizes g (Subgroup.closure S) := by
  have hi : g⁻¹ = g := inv_eq_of_mul_eq_one_right hg
  have fwd : ∀ h ∈ Subgroup.closure S, g * h * g⁻¹ ∈ Subgroup.closure S := by
    intro h hh
    induction hh using Subgroup.closure_induction with
    | mem x hx => rw [hi]; exact hS x hx
    | one => simp
    | mul x y hx hy ihx ihy =>
      have e : g * (x * y) * g⁻¹ = (g * x * g⁻¹) * (g * y * g⁻¹) := by group
      rw [e]; exact Subgroup.mul_mem _ ihx ihy
    | inv x hx ih =>
      have e : g * x⁻¹ * g⁻¹ = (g * x * g⁻¹)⁻¹ := by group
      rw [e]; exact Subgroup.inv_mem _ ih
  refine fun h => ⟨fwd h, fun hh => ?_⟩
  have e : g * (g * h * g) * g = (g * g) * h * (g * g) := by simp only [mul_assoc]
  have h2 := fwd _ hh
  rwa [hi, e, hg, one_mul, mul_one] at h2

/-- The inversion normalizes P2₁2₁2₁. -/
theorem inversion_normalizes_P212121 : Normalizes inversion P212121 := by
  have shift : ∀ v, latticeShift v ∈ P212121 := fun v =>
    Subgroup.subset_closure (Or.inl ⟨v, rfl⟩)
  refine normalizes_of_involution (Equiv.ext fun x => funext fun i => neg_neg (x i)) ?_
  rintro h (⟨v, rfl⟩ | rfl | rfl)
  · have e : inversion * latticeShift v * inversion = latticeShift (-v) :=
      Equiv.ext fun x => funext fun i => by
        show -(-x i + (v i : ℝ)) = x i + ((-v i : ℤ) : ℝ)
        push_cast; ring
    rw [e]; exact shift _
  · -- the inverted screw differs from the original by a lattice vector
    have e : inversion * screwZ * inversion = latticeShift ![-1, 0, -1] * screwZ :=
      Equiv.ext fun x => funext fun i => by
        fin_cases i <;> simp [inversion, screwZ, latticeShift] <;> ring
    rw [e]
    exact Subgroup.mul_mem _ (shift _) (Subgroup.subset_closure (Or.inr (Or.inl rfl)))
  · have e : inversion * screwY * inversion = latticeShift ![0, -1, -1] * screwY :=
      Equiv.ext fun x => funext fun i => by
        fin_cases i <;> simp [inversion, screwY, latticeShift] <;> ring
    rw [e]
    exact Subgroup.mul_mem _ (shift _) (Subgroup.subset_closure (Or.inr (Or.inr rfl)))

/-- The twofold rotation `(x, -y, -z)` normalizes P4₁. -/
theorem twofold_normalizes_P41 : Normalizes twofoldX P41 := by
  refine normalizes_of_involution (Equiv.ext fun x => funext fun i => by
    fin_cases i <;> simp [twofoldX]) ?_
  rintro h (⟨v, rfl⟩ | rfl)
  · have e : twofoldX * latticeShift v * twofoldX = latticeShift ![v 0, -v 1, -v 2] :=
      Equiv.ext fun x => funext fun i => by
        fin_cases i <;> simp [twofoldX, latticeShift] <;> ring
    rw [e]; exact Subgroup.subset_closure (Or.inl ⟨_, rfl⟩)
  · -- reversing the axis turns the screw motion into its inverse
    have e : twofoldX * screw41 * twofoldX = screw41⁻¹ := by
      refine eq_inv_of_mul_eq_one_left (Equiv.ext fun x => funext fun i => ?_)
      fin_cases i <;> simp [twofoldX, screw41]
    rw [e]; exact Subgroup.inv_mem _ (Subgroup.subset_closure (Or.inr rfl))

/-- The integers `c` and `t` are the cosine and sine of `n` quarter turns. -/
def QuarterTurn (c t n : ℤ) : Prop :=
  (c = 1 ∧ t = 0 ∧ n % 4 = 0) ∨ (c = 0 ∧ t = 1 ∧ n % 4 = 1) ∨
  (c = -1 ∧ t = 0 ∧ n % 4 = 2) ∨ (c = 0 ∧ t = -1 ∧ n % 4 = 3)

/-- Each operation of P4₁ rotates by `n` quarter turns about the `z` axis, shifts by integers
in the plane and by `n/4` along the axis. -/
theorem P41_operation {h : Equiv.Perm Space} (hh : h ∈ P41) :
    ∃ c t a b n : ℤ, QuarterTurn c t n ∧ ∀ x, h x 0 = c * x 0 - t * x 1 + a ∧
      h x 1 = t * x 0 + c * x 1 + b ∧ h x 2 = x 2 + n / 4 := by
  unfold P41 at hh
  induction hh using Subgroup.closure_induction with
  | mem x hx =>
    rcases hx with ⟨v, rfl⟩ | rfl
    · refine ⟨1, 0, v 0, v 1, 4 * v 2, by unfold QuarterTurn; omega, fun x => ?_⟩
      refine ⟨?_, ?_, ?_⟩ <;> simp only [latticeShift, Equiv.coe_fn_mk] <;> push_cast <;> ring
    · exact ⟨0, 1, 0, 0, 1, by unfold QuarterTurn; omega, fun x => by simp [screw41]⟩
  | one => exact ⟨1, 0, 0, 0, 0, by unfold QuarterTurn; omega, fun x => by simp⟩
  | mul x y hx hy ihx ihy =>
    obtain ⟨c, t, a, b, n, q, hf⟩ := ihx
    obtain ⟨c', t', a', b', n', q', hf'⟩ := ihy
    refine ⟨c * c' - t * t', t * c' + c * t', c * a' - t * b' + a, t * a' + c * b' + b,
      n + n', ?_, fun v => ?_⟩
    · unfold QuarterTurn at *
      rcases q with ⟨rfl, rfl, _⟩ | ⟨rfl, rfl, _⟩ | ⟨rfl, rfl, _⟩ | ⟨rfl, rfl, _⟩ <;>
      rcases q' with ⟨rfl, rfl, _⟩ | ⟨rfl, rfl, _⟩ | ⟨rfl, rfl, _⟩ | ⟨rfl, rfl, _⟩ <;> omega
    · obtain ⟨e0, e1, e2⟩ := hf (y v)
      obtain ⟨f0, f1, f2⟩ := hf' v
      rw [Equiv.Perm.mul_apply, e0, e1, e2, f0, f1, f2]
      push_cast
      exact ⟨by ring, by ring, by ring⟩
  | inv x hx ih =>
    obtain ⟨c, t, a, b, n, q, hf⟩ := ih
    have hc : c ^ 2 + t ^ 2 = 1 := by
      rcases q with ⟨rfl, rfl, _⟩ | ⟨rfl, rfl, _⟩ | ⟨rfl, rfl, _⟩ | ⟨rfl, rfl, _⟩ <;> norm_num
    have hr : (c : ℝ) ^ 2 + (t : ℝ) ^ 2 = 1 := by exact_mod_cast hc
    refine ⟨c, -t, -(c * a + t * b), t * a - c * b, -n, ?_, fun v => ?_⟩
    · unfold QuarterTurn at *; omega
    · have hv : x (x⁻¹ v) = v := x.apply_symm_apply v
      obtain ⟨e0, e1, e2⟩ := hf (x⁻¹ v)
      rw [hv] at e0 e1 e2
      push_cast
      refine ⟨?_, ?_, ?_⟩
      · linear_combination -(c : ℝ) * e0 - (t : ℝ) * e1 - (x⁻¹ v) 0 * hr
      · linear_combination (t : ℝ) * e0 - (c : ℝ) * e1 - (x⁻¹ v) 1 * hr
      · linear_combination -e2

/-- Every invertible affine map that normalizes P4₁ has positive determinant. -/
theorem P41_enantiomorphic : Enantiomorphic P41 := by
  intro g A s hg hn
  have hgx : ∀ x i, g x i = A i 0 * x 0 + A i 1 * x 1 + A i 2 * x 2 + s i := by
    intro x i
    rw [hg x]
    simp [Matrix.mulVec, dotProduct, Fin.sum_univ_three]
  -- the conjugated screw motion is again an operation of the group
  obtain ⟨c, t, a, b, n, q, hf⟩ :=
    P41_operation ((hn screw41).1 (Subgroup.subset_closure (Or.inr rfl)))
  have key : ∀ x, (g * screw41 * g⁻¹) (g x) = g (screw41 x) := fun x => by
    simp [Equiv.Perm.mul_apply]
  have hk : ∀ u v w : ℝ,
      (A 0 0 * (-v) + A 0 1 * u + A 0 2 * (w + 1/4) + s 0
        = c * (A 0 0 * u + A 0 1 * v + A 0 2 * w + s 0)
          - t * (A 1 0 * u + A 1 1 * v + A 1 2 * w + s 1) + a) ∧
      (A 1 0 * (-v) + A 1 1 * u + A 1 2 * (w + 1/4) + s 1
        = t * (A 0 0 * u + A 0 1 * v + A 0 2 * w + s 0)
          + c * (A 1 0 * u + A 1 1 * v + A 1 2 * w + s 1) + b) ∧
      (A 2 0 * (-v) + A 2 1 * u + A 2 2 * (w + 1/4) + s 2
        = (A 2 0 * u + A 2 1 * v + A 2 2 * w + s 2) + n / 4) := by
    intro u v w
    have h := hf (g ![u, v, w])
    rw [key] at h
    simp only [hgx] at h
    exact h
  obtain ⟨p0, p1, p2⟩ := hk 0 0 0
  obtain ⟨q0, q1, q2⟩ := hk 1 0 0
  obtain ⟨r0, r1, r2⟩ := hk 0 1 0
  have z0 : A 2 0 = 0 := by linarith
  have z1 : A 2 1 = 0 := by linarith
  have z2 : A 2 2 = n := by linarith
  have e1 : A 0 1 = c * A 0 0 - t * A 1 0 := by linear_combination q0 - p0
  have e2 : A 1 1 = t * A 0 0 + c * A 1 0 := by linear_combination q1 - p1
  have e3 : -A 0 0 = c * A 0 1 - t * A 1 1 := by linear_combination r0 - p0
  have e4 : -A 1 0 = t * A 0 1 + c * A 1 1 := by linear_combination r1 - p1
  -- invertibility: the first column does not vanish
  have hne : A 0 0 = 0 → A 1 0 = 0 → False := by
    intro h0 h1
    have e : g ![1, 0, 0] = g 0 := by
      funext i
      rw [hgx, hgx]
      fin_cases i <;> simp [h0, h1, z0]
    have h := congrFun (g.injective e) 0
    simp at h
  -- pulling back a lattice translation shows that n divides 4
  have hT : g⁻¹ * latticeShift (fun _ => 1) * g ∈ P41 := by
    refine (hn _).2 ?_
    have e : g * (g⁻¹ * latticeShift (fun _ => 1) * g) * g⁻¹ = latticeShift (fun _ => 1) := by
      group
    rw [e]; exact Subgroup.subset_closure (Or.inl ⟨_, rfl⟩)
  obtain ⟨_, _, _, _, m, _, hf2⟩ := P41_operation hT
  have hm := (hf2 0).2.2
  have e : g ((g⁻¹ * latticeShift (fun _ => 1) * g) 0) = latticeShift (fun _ => 1) (g 0) := by
    simp [Equiv.Perm.mul_apply]
  have e5 : g ((g⁻¹ * latticeShift (fun _ => 1) * g) 0) 2 = g 0 2 + ((1 : ℤ) : ℝ) :=
    congrFun e 2
  rw [hgx, hgx, hm, z0, z1, z2] at e5
  simp only [Pi.zero_apply, Int.cast_one] at e5
  have hnr : (n : ℝ) * m = 4 := by linear_combination 4 * e5
  have hnm : n * m = 4 := by exact_mod_cast hnr
  have up : n ≤ 4 := Int.le_of_dvd (by norm_num) ⟨m, hnm.symm⟩
  have lo : -n ≤ 4 := Int.le_of_dvd (by norm_num) ⟨-m, by rw [neg_mul_neg, hnm]⟩
  have hpos : 0 < A 0 0 ^ 2 + A 1 0 ^ 2 := by
    by_contra hc
    have s0 : A 0 0 ^ 2 = 0 := by linarith [sq_nonneg (A 0 0), sq_nonneg (A 1 0), not_lt.1 hc]
    have s1 : A 1 0 ^ 2 = 0 := by linarith [sq_nonneg (A 0 0), sq_nonneg (A 1 0), not_lt.1 hc]
    exact hne ((pow_eq_zero_iff two_ne_zero).1 s0) ((pow_eq_zero_iff two_ne_zero).1 s1)
  rcases q with ⟨rfl, rfl, _⟩ | ⟨rfl, rfl, h4⟩ | ⟨rfl, rfl, _⟩ | ⟨rfl, rfl, h4⟩ <;>
    push_cast at e1 e2 e3 e4
  · exact (hne (by linarith) (by linarith)).elim
  · -- the axis and the sense of rotation are both kept
    have n1 : n = 1 := by
      have h : n = 1 ∨ n = -3 := by omega
      rcases h with h | h
      · exact h
      · rw [h] at hnm; omega
    have f1 : A 0 1 = -A 1 0 := by linarith
    have f2 : A 1 1 = A 0 0 := by linarith
    have hd : A.det = A 0 0 ^ 2 + A 1 0 ^ 2 := by
      rw [Matrix.det_fin_three, z0, z1, z2, f1, f2, n1]; push_cast; ring
    rw [hd]; exact hpos
  · exact (hne (by linarith) (by linarith)).elim
  · -- the axis and the sense of rotation are both reversed
    have n1 : n = -1 := by
      have h : n = -1 ∨ n = 3 := by omega
      rcases h with h | h
      · exact h
      · rw [h] at hnm; omega
    have f1 : A 0 1 = A 1 0 := by linarith
    have f2 : A 1 1 = -A 0 0 := by linarith
    have hd : A.det = A 0 0 ^ 2 + A 1 0 ^ 2 := by
      rw [Matrix.det_fin_three, z0, z1, z2, f1, f2, n1]; push_cast; ring
    rw [hd]; exact hpos

/-- P2₁2₁2₁ and P4₁ are both Sohncke groups; P4₁ is enantiomorphic and P2₁2₁2₁ is not. -/
theorem sohncke_not_enantiomorphic :
    (Sohncke P212121 ∧ ¬ Enantiomorphic P212121) ∧ (Sohncke P41 ∧ Enantiomorphic P41) := by
  have shift : ∀ v, ∃ A s, HasSeitz (latticeShift v) A s ∧ A.det = 1 := fun v =>
    ⟨1, fun i => v i, fun x => by funext i; simp [latticeShift], Matrix.det_one⟩
  refine ⟨⟨sohncke_closure ?_, fun h => ?_⟩, sohncke_closure ?_, P41_enantiomorphic⟩
  · rintro g (⟨v, rfl⟩ | rfl | rfl)
    · exact shift v
    · refine ⟨!![-1, 0, 0; 0, -1, 0; 0, 0, 1], ![1/2, 0, 1/2], fun x => ?_, ?_⟩
      · funext i
        fin_cases i <;> simp [screwZ, Matrix.mulVec, dotProduct, Fin.sum_univ_three]
      · simp [Matrix.det_fin_three]
    · refine ⟨!![-1, 0, 0; 0, 1, 0; 0, 0, -1], ![0, 1/2, 1/2], fun x => ?_, ?_⟩
      · funext i
        fin_cases i <;> simp [screwY, Matrix.mulVec, dotProduct, Fin.sum_univ_three]
      · simp [Matrix.det_fin_three]
  · -- the inversion has determinant -1
    have hd := h inversion (-1) 0
      (fun x => by funext i; simp [inversion, Matrix.neg_mulVec]) inversion_normalizes_P212121
    rw [Matrix.det_neg, Matrix.det_one, Fintype.card_fin] at hd
    norm_num at hd
  · rintro g (⟨v, rfl⟩ | rfl)
    · exact shift v
    · refine ⟨!![0, -1, 0; 1, 0, 0; 0, 0, 1], ![0, 0, 1/4], fun x => ?_, ?_⟩
      · funext i
        fin_cases i <;> simp [screw41, Matrix.mulVec, dotProduct, Fin.sum_univ_three]
      · simp [Matrix.det_fin_three]

end

end SohnckeVersusEnantiomorphic
```

```lean
#print axioms SohnckeVersusEnantiomorphic.twofold_normalizes_P41
#print axioms SohnckeVersusEnantiomorphic.sohncke_not_enantiomorphic
```

```
'SohnckeVersusEnantiomorphic.twofold_normalizes_P41' depends on axioms: [propext, Classical.choice, Quot.sound]
'SohnckeVersusEnantiomorphic.sohncke_not_enantiomorphic' depends on axioms: [propext, Classical.choice, Quot.sound]
```

## Groups, mirror images and crystals

An operation is a bijection of $\mathbb R^3$, and `HasSeitz g A s` says that $g(x)=Ax+s$. Bijectivity makes $A$ invertible. `Normalizes g G` means that $h\in G$ exactly when $ghg^{-1}\in G$. Both groups contain all integer translations $T_v$. The other generators are `screwZ` and `screwY` for P2₁2₁2₁, and `screw41` for P4₁.

No cell metric enters, so the maps $g$ may also strain the cell. The sign of $\det A$ is the same in Cartesian coordinates, because a change of basis only conjugates $A$. `Enantiomorphic` describes a single group, whereas textbooks often apply the word to a pair such as P4₁ and P4₃.

The final theorem, `sohncke_not_enantiomorphic`, says that both groups are Sohncke, that P4₁ is enantiomorphic and that P2₁2₁2₁ is not. If all atomic coordinates of an ideal infinite crystal with full symmetry group P2₁2₁2₁ in this setting are inverted, the symmetry group stays the same, by `inversion_normalizes_P212121`. The structure does not: it becomes its mirror image, and no combination of rotation and translation brings the original back, because the group has no handedness-reversing operation. For P4₁ even the group changes, since inversion turns it into P4₃: the inverted screw is $(-x_1,x_0,x_2-\tfrac14)$, which differs by a lattice translation from the P4₃ generator $(-x_1,x_0,x_2+\tfrac34)$.

## Inversion preserves P2₁2₁2₁

Determinants multiply, and the inverse of a matrix of determinant $1$ has determinant $1$. `sohncke_closure` uses this to pass from the generators to the whole group, which settles the Sohncke property in both cases.

Let $\iota(x)=-x$. Then $\iota T_v\iota=T_{-v}$, and

$$\iota\,\mathtt{screwZ}\,\iota:\ x\mapsto(-x_0-\tfrac12,\,-x_1,\,x_2-\tfrac12),$$

$$\iota\,\mathtt{screwY}\,\iota:\ x\mapsto(-x_0,\,x_1-\tfrac12,\,-x_2-\tfrac12).$$

These are the original screws followed by $T_{(-1,0,-1)}$ and $T_{(0,-1,-1)}$, so they lie in the group. Conjugation respects products and inverses, and $\iota^2=1$ gives the converse inclusion; this is `normalizes_of_involution`. Since $\det(-1)=-1$ in three dimensions, P2₁2₁2₁ is not enantiomorphic.

## Every affine normalizer of P4₁ preserves handedness

By induction over the generated group, `P41_operation` shows that each element has the form

$$x\mapsto(cx_0-tx_1+a,\;tx_0+cx_1+b,\;x_2+n/4),$$

with integers $a,b,n$, $c=\cos(n\pi/2)$ and $t=\sin(n\pi/2)$. Rotation and axial shift are thus locked together.

Let $g(x)=Ax+s$ normalize P4₁, and write $S$ for `screw41`. Then $h=gSg^{-1}$ has this form, and $hg=gS$. The third component of this identity reads, for all $x$,

$$-A_{20}x_1+A_{21}x_0+\tfrac14A_{22}=A_{20}x_0+A_{21}x_1+\tfrac n4 .$$

Hence $A_{20}=A_{21}=0$ and $A_{22}=n$. The code obtains this by evaluating `hk` at three points. The other components give

$$A_{01}=cA_{00}-tA_{10},\qquad A_{11}=tA_{00}+cA_{10},$$

$$-A_{00}=cA_{01}-tA_{11},\qquad -A_{10}=tA_{01}+cA_{11}.$$

So turning $(A_{00},A_{10})$ twice by $n$ quarter turns reverses its sign. For even $n$ the double turn is the identity, so the first column of $A$ vanishes, contradicting invertibility. Thus $n$ is odd.

Next, $g^{-1}T_{(1,1,1)}g$ also lies in P4₁, with axial shift $m/4$ for an integer $m$. Comparing third components gives $nm/4=1$, so $nm=4$ and $n=\pm1$.

If $n=1$, then $A_{01}=-A_{10}$ and $A_{11}=A_{00}$. If $n=-1$, then $A_{01}=A_{10}$ and $A_{11}=-A_{00}$. Either way,

$$\det A=n(A_{00}A_{11}-A_{01}A_{10})=A_{00}^2+A_{10}^2>0.$$

The case $n=-1$ does occur: the proof of `twofold_normalizes_P41` shows that the rotation $(x_0,-x_1,-x_2)$ turns $S$ into $S^{-1}$.

## One-sided inclusion and zero pitch

The following variations rest on short calculations, not on theorems in the code.

Suppose that $g$ is only required to conjugate P4₁ into itself, not onto itself. Then $g(x)=(x_0,-x_1,3x_2)$ qualifies: it sends $S$ to $S^3$ and lattice translations to lattice translations, yet its determinant is $-3$. One-sided inclusion is therefore not enough for the positivity result.

If the axial shift $1/4$ is set to zero, the group becomes P4. Inversion commutes with its fourfold rotation and preserves the lattice, so P4 is Sohncke but not enantiomorphic.
